# The energy derivative of orthonormal orbitals is the Hellmann–Feynman term plus twice the displacement–residual overlap

## Orbitals, energy and residual in a fixed orthonormal basis

Let $n$ be a finite set of sites, or orthonormal basis functions, and $m$ a finite set of orbitals. The Hamiltonian $H(t)$ is a real $n\times n$ matrix depending on one real parameter $t$, for instance a nuclear coordinate. The orbitals are the columns of a real $n\times m$ matrix $C(t)$, so $C_{ia}$ is the coefficient of orbital $a$ on site $i$. A prime denotes the derivative at the point considered; if $t$ is a nuclear coordinate, $-E'$ is the contribution of the band energy $E$, defined below, to the force.

In Lean, `n` and `m` are finite index types, and matrices are real functions of two indices.

```lean
import Mathlib

open Matrix

namespace LocalOrbitalForces

noncomputable section

variable {l n m : Type*} [Fintype l] [Fintype n] [Fintype m]
```

A matrix family has derivative $A'$ at $t$ when each entry does:
$$\frac{d}{ds}A_{ij}(s)\Big|_{s=t}=A'_{ij}.$$
This is a condition at the single point $t$.

```lean
/-- The matrix family `A` has the derivative `A'` at `t`, entry by entry. -/
def HasEntryDeriv {l n : Type*} (A : ℝ → Matrix l n ℝ) (A' : Matrix l n ℝ) (t : ℝ) : Prop :=
  ∀ i j, HasDerivAt (fun s => A s i j) (A' i j) t
```

The band energy is the sum of the orbital energies,
$$E=\operatorname{tr}C^{T}HC=\sum_a\langle C_a,HC_a\rangle ,$$
where $C_a$ is column $a$. It has no spin factor, nuclear repulsion or electron–electron term.

```lean
/-- The band energy `tr CᵀHC` of the orbitals stored in the columns of `C`. -/
def bandEnergy (H : Matrix n n ℝ) (C : Matrix n m ℝ) : ℝ := trace (Cᵀ * (H * C))
```

Orthonormality brings in a symmetric $m\times m$ matrix $\Lambda$ of Lagrange multipliers, called `L` in the code. The residual
$$R=HC-C\Lambda$$
vanishes when the orbitals span an invariant subspace of $H$ and $\Lambda=C^{T}HC$. The definition accepts any `L`; the theorems require it to be symmetric.

```lean
/-- The orbital residual `HC - CΛ` with the matrix `Λ` of Lagrange multipliers. -/
def orbitalResidual (H : Matrix n n ℝ) (C : Matrix n m ℝ) (L : Matrix m m ℝ) :
    Matrix n m ℝ := H * C - C * L
```

For a single orbital $c$ the energy is $E=\langle c,Hc\rangle$. Lean writes the scalar product as `⬝ᵥ` and the matrix–vector product as `*ᵥ`.

```lean
/-- The energy `⟨c, Hc⟩` of a single orbital. -/
def orbitalEnergy (H : Matrix n n ℝ) (c : n → ℝ) : ℝ := c ⬝ᵥ (H *ᵥ c)
```

The same orbital can be read as a matrix with one column, which lets the single-orbital result follow from the general one.

```lean
/-- A single orbital written as a matrix with one column. -/
def asColumn {n : Type*} (c : n → ℝ) : Matrix n Unit ℝ := fun i _ => c i
```

## Differentiating the energy and the constraint

For a product of matrix families,
$$(AB)'_{ij}=\sum_k\left(A'_{ik}B_{kj}+A_{ik}B'_{kj}\right)=(A'B+AB')_{ij}.$$
The proof applies the scalar product rule to each summand and adds the results.

```lean
/-- The product rule for matrix families. -/
theorem HasEntryDeriv.mul {l m : Type*} {A : ℝ → Matrix l n ℝ} {B : ℝ → Matrix n m ℝ}
    {A' : Matrix l n ℝ} {B' : Matrix n m ℝ} {t : ℝ}
    (hA : HasEntryDeriv A A' t) (hB : HasEntryDeriv B B' t) :
    HasEntryDeriv (fun s => A s * B s) (A' * B t + A t * B') t := by
  intro i j
  simp only [Matrix.mul_apply, Matrix.add_apply, ← Finset.sum_add_distrib]
  exact HasDerivAt.fun_sum fun k _ => (hA i k).fun_mul (hB k j)
```

Suppose $C^{T}C=1$ for every parameter value. Differentiation gives
$$C'^{T}C+C^{T}C'=0,$$
so $X=C'^{T}C$ is antisymmetric. For symmetric $\Lambda$, transposition and cyclicity of the trace give
$$\operatorname{tr}X\Lambda=\operatorname{tr}\Lambda X^{T}=\operatorname{tr}X^{T}\Lambda .$$
Hence $2\operatorname{tr}X\Lambda=\operatorname{tr}(X+X^{T})\Lambda=0$.

In the proof, `h0` is the differentiated constraint, obtained because an entry of $C^{T}C$ cannot have two different derivatives. `h2` is the equality of the two traces, and `linarith` combines them.

```lean
/-- For orbitals that stay orthonormal, the overlap of displacement and orbitals has zero
trace against every symmetric matrix. -/
theorem trace_displacement_overlap [DecidableEq m] {C : ℝ → Matrix n m ℝ}
    {C' : Matrix n m ℝ} {L : Matrix m m ℝ} {t : ℝ} (hC : HasEntryDeriv C C' t)
    (hn : ∀ s, (C s)ᵀ * C s = 1) (hL : Lᵀ = L) :
    trace (C'ᵀ * (C t * L)) = 0 := by
  have hT : HasEntryDeriv (fun s => (C s)ᵀ) C'ᵀ t := fun i j => hC j i
  -- differentiate the orthonormality condition
  have h0 : C'ᵀ * C t + (C t)ᵀ * C' = 0 := by
    ext i j
    have h1 : HasDerivAt (fun s => ((C s)ᵀ * C s) i j) 0 t := by
      simp only [hn]
      exact hasDerivAt_const t _
    exact (hT.mul hC i j).unique h1
  -- the two halves have the same trace against a symmetric matrix
  have h2 : trace (C'ᵀ * C t * L) = trace ((C t)ᵀ * C' * L) := by
    calc trace (C'ᵀ * C t * L) = trace ((C'ᵀ * C t * L)ᵀ) := (trace_transpose _).symm
      _ = trace (L * ((C t)ᵀ * C')) := by
        rw [transpose_mul, transpose_mul, transpose_transpose, hL]
      _ = trace ((C t)ᵀ * C' * L) := trace_mul_comm _ _
  have h3 : trace ((C'ᵀ * C t + (C t)ᵀ * C') * L) = 0 := by
    rw [h0, Matrix.zero_mul, trace_zero]
  rw [Matrix.add_mul, trace_add] at h3
  rw [← Matrix.mul_assoc]
  linarith
```

The product rule applied to the energy gives three terms:
$$E'=\operatorname{tr}C'^{T}HC+\operatorname{tr}C^{T}H'C+\operatorname{tr}C^{T}HC'.$$
Since $H^{T}=H$, the last is the transpose of the first and has the same trace. Subtracting $2\operatorname{tr}C'^{T}C\Lambda=0$ yields
$$E'=\operatorname{tr}C^{T}H'C+2\operatorname{tr}C'^{T}(HC-C\Lambda).$$

The hypotheses say that $H$ and $C$ are differentiable at $t$ (`hH`, `hC`), that $H$ is symmetric at $t$ (`hS`), that the orbitals are orthonormal at all parameter values (`hn`), and that $\Lambda$ is symmetric (`hL`). The conclusion `HasDerivAt` says that the energy is differentiable at $t$ with the stated derivative. In the proof, `hE` is the three-term formula and `hsym` identifies the two orbital terms.

```lean
/-- For a symmetric Hamiltonian, the derivative of the band energy of orthonormal orbitals is the
Hellmann-Feynman term plus twice the overlap of the orbital displacements with the residual, for
every symmetric matrix of multipliers. -/
theorem bandEnergy_hasDerivAt [DecidableEq m] {H : ℝ → Matrix n n ℝ} {H' : Matrix n n ℝ}
    {C : ℝ → Matrix n m ℝ} {C' : Matrix n m ℝ} {L : Matrix m m ℝ} {t : ℝ}
    (hH : HasEntryDeriv H H' t) (hS : (H t)ᵀ = H t) (hC : HasEntryDeriv C C' t)
    (hn : ∀ s, (C s)ᵀ * C s = 1) (hL : Lᵀ = L) :
    HasDerivAt (fun s => bandEnergy (H s) (C s))
      (trace ((C t)ᵀ * (H' * C t)) + 2 * trace (C'ᵀ * orbitalResidual (H t) (C t) L)) t := by
  have hT : HasEntryDeriv (fun s => (C s)ᵀ) C'ᵀ t := fun i j => hC j i
  have hd := hT.mul (hH.mul hC)
  have hE : HasDerivAt (fun s => bandEnergy (H s) (C s))
      (trace (C'ᵀ * (H t * C t) + (C t)ᵀ * (H' * C t + H t * C'))) t := by
    simp only [bandEnergy, Matrix.trace, Matrix.diag_apply]
    exact HasDerivAt.fun_sum fun i _ => hd i i
  -- symmetry of the Hamiltonian makes the two orbital terms equal
  have hsym : trace ((C t)ᵀ * (H t * C')) = trace (C'ᵀ * (H t * C t)) := by
    rw [← trace_transpose, transpose_mul, transpose_mul, transpose_transpose, hS,
      Matrix.mul_assoc]
  have h0 := trace_displacement_overlap hC hn hL
  refine hE.congr_deriv ?_
  simp only [orbitalResidual, Matrix.mul_add, Matrix.mul_sub, trace_add, trace_sub]
  linarith
```

The second term is the contribution of changing orbital coefficients in a fixed orthonormal basis. It is not the usual Pulay force, which arises from basis functions that move with the atoms. In an atom-centred, non-orthogonal basis, derivatives of the overlap matrix would also enter, and the theorem does not treat them.

A limiting case has as many orbitals as sites. Then $CC^{T}=1$ and $E=\operatorname{tr}H$, so $E'=\operatorname{tr}H'$ however the orbitals rotate. The formula agrees: with $\Lambda=C^{T}HC$ the residual is zero.

## Orbitals confined to fixed regions

Let orbital $a$ be confined to a set of sites $\Omega_a$, `region a` in Lean, that does not change with the parameter. The correction is twice
$$\operatorname{tr}C'^{T}R=\sum_a\sum_i C'_{ia}R_{ia}.$$
For $i\notin\Omega_a$ the coefficient $C_{ia}$ is always zero, so $C'_{ia}=0$. If $R_{ia}=0$ for $i\in\Omega_a$, every term vanishes and
$$E'=\operatorname{tr}C^{T}H'C,$$
even if the residual is nonzero outside the regions.

The condition on $R$ (`hres`) expresses stationarity of $\operatorname{tr}C^{T}HC-\operatorname{tr}\Lambda(C^{T}C-1)$ with respect to the coefficients allowed to vary. It is assumed, as is the existence of one symmetric $\Lambda$ serving all orbitals. For localized-orbital methods, this means that truncation alone does not spoil the Hellmann–Feynman derivative in this finite, non-interacting model, provided the regions stay fixed and the orbitals stay exactly orthonormal and are converged inside them. Methods with non-orthogonal localized orbitals are not covered by the theorem.

The proof splits the double sum by `by_cases`, according to whether site $i$ lies in the region.

```lean
/-- Let the Hamiltonian be symmetric and let the orbitals stay orthonormal. If each orbital keeps a
fixed support region and its residual, taken with a symmetric matrix of multipliers, vanishes inside
that region, the derivative of the band energy is the Hellmann-Feynman term alone. -/
theorem hellmannFeynman_of_fixed_support [DecidableEq m] {H : ℝ → Matrix n n ℝ}
    {H' : Matrix n n ℝ} {C : ℝ → Matrix n m ℝ} {C' : Matrix n m ℝ} {L : Matrix m m ℝ}
    {t : ℝ} (region : m → Set n)
    (hH : HasEntryDeriv H H' t) (hS : (H t)ᵀ = H t) (hC : HasEntryDeriv C C' t)
    (hn : ∀ s, (C s)ᵀ * C s = 1) (hL : Lᵀ = L)
    (hsupp : ∀ s a i, i ∉ region a → C s i a = 0)
    (hres : ∀ a, ∀ i ∈ region a, orbitalResidual (H t) (C t) L i a = 0) :
    HasDerivAt (fun s => bandEnergy (H s) (C s)) (trace ((C t)ᵀ * (H' * C t))) t := by
  have h0 : trace (C'ᵀ * orbitalResidual (H t) (C t) L) = 0 := by
    simp only [Matrix.trace, Matrix.diag_apply, Matrix.mul_apply, Matrix.transpose_apply]
    refine Finset.sum_eq_zero fun a _ => Finset.sum_eq_zero fun i _ => ?_
    by_cases hi : i ∈ region a
    · rw [hres a i hi, mul_zero]
    · -- outside its region the orbital does not move
      have hz : (fun s => C s i a) = fun _ => (0 : ℝ) := funext fun s => hsupp s a i hi
      have h : HasDerivAt (fun s => C s i a) (C' i a) t := hC i a
      rw [hz] at h
      rw [h.unique (hasDerivAt_const t (0 : ℝ)), zero_mul]
  exact (bandEnergy_hasDerivAt hH hS hC hn hL).congr_deriv (by rw [h0]; ring)
```

## One normalized orbital

For one column, $\Lambda$ is a number. Choosing $\Lambda=E$ gives
$$E'=\langle c,H'c\rangle+2\langle c',Hc-Ec\rangle .$$
In the proof, `hcol` and `hr` translate the traces into scalar products, and `hone` turns $\langle c,c\rangle=1$ into the matrix constraint.

```lean
/-- For one normalized orbital and symmetric `H`, `E' = ⟨c, H'c⟩ + 2⟨c', Hc - Ec⟩`. -/
theorem orbitalEnergy_hasDerivAt {H : ℝ → Matrix n n ℝ} {H' : Matrix n n ℝ}
    {c : ℝ → n → ℝ} {c' : n → ℝ} {t : ℝ}
    (hH : HasEntryDeriv H H' t) (hS : (H t)ᵀ = H t)
    (hc : ∀ i, HasDerivAt (fun s => c s i) (c' i) t) (hn : ∀ s, c s ⬝ᵥ c s = 1) :
    HasDerivAt (fun s => orbitalEnergy (H s) (c s))
      (c t ⬝ᵥ (H' *ᵥ c t) +
        2 * (c' ⬝ᵥ (H t *ᵥ c t - orbitalEnergy (H t) (c t) • c t))) t := by
  have hcol : ∀ (A : Matrix n n ℝ) (u v : n → ℝ),
      trace ((asColumn u)ᵀ * (A * asColumn v)) = u ⬝ᵥ (A *ᵥ v) := by
    intro A u v
    simp [Matrix.trace, Matrix.mul_apply, dotProduct, Matrix.mulVec, asColumn]
  have hr : ∀ e : ℝ, trace ((asColumn c')ᵀ *
      orbitalResidual (H t) (asColumn (c t)) (Matrix.of fun _ _ => e)) =
      c' ⬝ᵥ (H t *ᵥ c t - e • c t) := by
    intro e
    simp [orbitalResidual, Matrix.trace, Matrix.mul_apply, dotProduct, Matrix.mulVec,
      asColumn, mul_comm]
  have hone : ∀ s, (asColumn (c s))ᵀ * asColumn (c s) = 1 := by
    intro s
    ext a b
    simpa [Matrix.mul_apply, dotProduct, asColumn, Matrix.one_apply] using hn s
  have h := bandEnergy_hasDerivAt (C := fun s => asColumn (c s)) (C' := asColumn c')
    (L := Matrix.of fun _ _ => orbitalEnergy (H t) (c t)) hH hS (fun i _ => hc i) hone rfl
  simp only [bandEnergy, hcol, hr] at h
  exact h
```

Normalization at the point $t$ alone is not enough. Take one site, $H=1$ and $c(t)=1+t$. At $t=0$ the vector is normalized, $H'=0$ and $Hc-Ec=0$, so the right-hand side is $0$. But $E(t)=(1+t)^2$ has derivative $2$ there: the missing contribution comes from the changing norm.

Under the stated hypotheses a derivative is unique, so the formula gives an equivalence:
$$E'=\langle c,H'c\rangle\quad\Longleftrightarrow\quad\langle c',Hc-Ec\rangle=0 .$$
An exact eigenvector satisfies the right-hand condition because its residual is zero, but orthogonality is enough. The forward direction compares two derivatives of the same function; the reverse direction removes the zero correction.

```lean
/-- For one normalized orbital and a symmetric Hamiltonian, the Hellmann-Feynman term is the exact
energy derivative if and only if the residual is orthogonal to the displacement of the orbital. -/
theorem hellmannFeynman_iff_orthogonal {H : ℝ → Matrix n n ℝ} {H' : Matrix n n ℝ}
    {c : ℝ → n → ℝ} {c' : n → ℝ} {t : ℝ}
    (hH : HasEntryDeriv H H' t) (hS : (H t)ᵀ = H t)
    (hc : ∀ i, HasDerivAt (fun s => c s i) (c' i) t) (hn : ∀ s, c s ⬝ᵥ c s = 1) :
    HasDerivAt (fun s => orbitalEnergy (H s) (c s)) (c t ⬝ᵥ (H' *ᵥ c t)) t ↔
      c' ⬝ᵥ (H t *ᵥ c t - orbitalEnergy (H t) (c t) • c t) = 0 := by
  have h := orbitalEnergy_hasDerivAt hH hS hc hn
  constructor
  · intro h1
    have h2 := h1.unique h
    linarith
  · intro h1
    exact h.congr_deriv (by rw [h1]; ring)
```

## A moving orbital with a nonzero residual

Consider three sites with
$$H(s)=\begin{pmatrix}1+s&0&1\\0&2&0\\1&0&0\end{pmatrix}.$$
The parameter changes the first on-site energy, and the first site is coupled to the third. Lean numbers the sites from 0.

```lean
/-- A three-site Hamiltonian whose first on-site energy varies with `s`. -/
def siteHamiltonian (s : ℝ) : Matrix (Fin 3) (Fin 3) ℝ := !![1 + s, 0, 1; 0, 2, 0; 1, 0, 0]
```

The orbital is confined to the first two sites and rotates between them:
$$c(s)=(\cos s,\sin s,0).$$

```lean
/-- A normalized orbital that rotates within the first two sites. -/
def twoSiteOrbital (s : ℝ) : Fin 3 → ℝ := ![Real.cos s, Real.sin s, 0]
```

At $s=0$ we have $c=(1,0,0)$, $c'=(0,1,0)$, $Hc=(1,0,1)$ and $E=1$, so
$$Hc-Ec=(0,0,1),\qquad \langle c',Hc-Ec\rangle=0 .$$
The orbital moves and is not an eigenvector, yet the correction vanishes. The only nonzero entry of $H'$ is the first diagonal one, equal to $1$, and therefore $E'(0)=\langle c,H'c\rangle=1$. Direct differentiation of $E(s)=(1+s)\cos^2s+2\sin^2s$ gives the same value.

The theorem collects the normalization, the displacement, the residual, the Hellmann–Feynman value, the derivative of $H$ and the energy derivative. Its proof checks the entries site by site and obtains the last statement from the orthogonality criterion.

```lean
/-- The two-site orbital is normalized, moves at `s = 0` and has a nonzero residual on the third
site there, while its energy derivative equals the Hellmann-Feynman term, which is `1`. -/
theorem hellmannFeynman_witness :
    (∀ s, twoSiteOrbital s ⬝ᵥ twoSiteOrbital s = 1) ∧
    (∀ i, HasDerivAt (fun s => twoSiteOrbital s i) ((![0, 1, 0] : Fin 3 → ℝ) i) 0) ∧
    siteHamiltonian 0 *ᵥ twoSiteOrbital 0 -
      orbitalEnergy (siteHamiltonian 0) (twoSiteOrbital 0) • twoSiteOrbital 0 = ![0, 0, 1] ∧
    twoSiteOrbital 0 ⬝ᵥ (!![1, 0, 0; 0, 0, 0; 0, 0, 0] *ᵥ twoSiteOrbital 0) = 1 ∧
    HasEntryDeriv siteHamiltonian !![1, 0, 0; 0, 0, 0; 0, 0, 0] 0 ∧
    HasDerivAt (fun s => orbitalEnergy (siteHamiltonian s) (twoSiteOrbital s)) 1 0 := by
  have hn : ∀ s, twoSiteOrbital s ⬝ᵥ twoSiteOrbital s = 1 := by
    intro s
    simp only [dotProduct, Fin.sum_univ_three]
    change Real.cos s * Real.cos s + Real.sin s * Real.sin s + 0 * 0 = 1
    nlinarith [Real.sin_sq_add_cos_sq s]
  have hc : ∀ i, HasDerivAt (fun s => twoSiteOrbital s i) ((![0, 1, 0] : Fin 3 → ℝ) i) 0 := by
    have h0 := Real.hasDerivAt_cos 0
    have h1 := Real.hasDerivAt_sin 0
    rw [Real.sin_zero, neg_zero] at h0
    rw [Real.cos_zero] at h1
    intro i
    fin_cases i
    · exact h0
    · exact h1
    · exact hasDerivAt_const (0 : ℝ) (0 : ℝ)
  have hr : siteHamiltonian 0 *ᵥ twoSiteOrbital 0 -
      orbitalEnergy (siteHamiltonian 0) (twoSiteOrbital 0) • twoSiteOrbital 0 =
        ![0, 0, 1] := by
    ext i
    fin_cases i <;> simp [siteHamiltonian, twoSiteOrbital, orbitalEnergy, Matrix.mulVec,
      dotProduct, Fin.sum_univ_succ]
  have hf : twoSiteOrbital 0 ⬝ᵥ
      (!![1, 0, 0; 0, 0, 0; 0, 0, 0] *ᵥ twoSiteOrbital 0) = 1 := by
    simp [twoSiteOrbital, Matrix.mulVec, dotProduct, Fin.sum_univ_succ]
  have hH : HasEntryDeriv siteHamiltonian !![1, 0, 0; 0, 0, 0; 0, 0, 0] 0 := by
    intro i j
    fin_cases i <;> fin_cases j
    · exact (hasDerivAt_id (0 : ℝ)).const_add 1
    · exact hasDerivAt_const (0 : ℝ) (0 : ℝ)
    · exact hasDerivAt_const (0 : ℝ) (1 : ℝ)
    · exact hasDerivAt_const (0 : ℝ) (0 : ℝ)
    · exact hasDerivAt_const (0 : ℝ) (2 : ℝ)
    · exact hasDerivAt_const (0 : ℝ) (0 : ℝ)
    · exact hasDerivAt_const (0 : ℝ) (1 : ℝ)
    · exact hasDerivAt_const (0 : ℝ) (0 : ℝ)
    · exact hasDerivAt_const (0 : ℝ) (0 : ℝ)
  have hS : (siteHamiltonian 0)ᵀ = siteHamiltonian 0 := by
    ext i j
    fin_cases i <;> fin_cases j <;> rfl
  -- the residual sits on the third site, the displacement on the second
  have h := (hellmannFeynman_iff_orthogonal hH hS hc hn).2
    (by rw [hr]; simp [dotProduct, Fin.sum_univ_succ])
  exact ⟨hn, hc, hr, hf, hH, h.congr_deriv hf⟩

end

end LocalOrbitalForces
```

```lean
#print axioms LocalOrbitalForces.bandEnergy_hasDerivAt
-- 'LocalOrbitalForces.bandEnergy_hasDerivAt' depends on axioms: [propext, Classical.choice, Quot.sound]
#print axioms LocalOrbitalForces.hellmannFeynman_of_fixed_support
-- 'LocalOrbitalForces.hellmannFeynman_of_fixed_support' depends on axioms: [propext, Classical.choice, Quot.sound]
#print axioms LocalOrbitalForces.hellmannFeynman_iff_orthogonal
-- 'LocalOrbitalForces.hellmannFeynman_iff_orthogonal' depends on axioms: [propext, Classical.choice, Quot.sound]
```
